# For skew-Hermitian \(A\), truncating \(e^{-A}He^{A}\) at the double commutator costs at most \(\tfrac43\|A\|^3\|H\|\)

Electronic wave functions have a cusp where two electrons meet, and orbital expansions reproduce it slowly. Canonical transcorrelation moves this short-range correlation into the Hamiltonian by a unitary transformation \(e^{-A}He^{A}\). The transformed Hamiltonian is an infinite series of commutators. Cutting it after the second order gives

\[
e^{-A}He^{A}\approx H+[H,A]+\tfrac12[[H,A],A].
\]

How large is the error? Estimating the discarded terms one by one gives a bound with a factor \(e^{2\|A\|}\). Unitarity removes that factor.

## The Hamiltonian and its commutator series

\(H\) and \(A\) are complex square matrices of any finite size, indexed by `n`. For electrons, `n` labels the Slater determinants of a finite orbital basis, so the norms below are those of many-electron operators, not of arrays of integrals or amplitudes. The scope `Matrix.Norms.L2Operator` fixes \(\|M\|\) as the operator norm, the smallest \(c\ge 0\) with \(|Mv|\le c|v|\) for every vector \(v\).

```lean
import Mathlib

open Matrix Finset
open scoped Matrix.Norms.L2Operator

namespace CanonicalTranscorrelation

noncomputable section

variable {n : Type*} [Fintype n] [DecidableEq n]
```

The commutator has the sign convention \([H,A]=HA-AH\).

```lean
/-- The commutator `[H, A] = H A - A H`. -/
def comm (H A : Matrix n n ℂ) : Matrix n n ℂ := H * A - A * H
```

In `transcorrelated A H` the generator comes first. The word often denotes a non-unitary transformation with a Jastrow factor; here the transformation becomes unitary through the hypothesis `Aᴴ = -A` in the theorems. This condition (anti-Hermitian, in chemical usage) keeps a Hermitian Hamiltonian Hermitian. The spectrum is preserved for any \(A\), because \(e^{-A}\) is the inverse of \(e^{A}\).

```lean
/-- The canonically transformed Hamiltonian `exp(-A) H exp(A)`. -/
def transcorrelated (A H : Matrix n n ℂ) : Matrix n n ℂ :=
  NormedSpace.exp (-A) * H * NormedSpace.exp A
```

Write \(K_k(H)\) for the \(k\)-fold commutator with \(A\). The recursion takes the innermost commutator first: \(K_0(H)=H\) and \(K_{k+1}(H)=K_k([H,A])\).

```lean
/-- The `k`-fold nested commutator `[...[[H, A], A]..., A]`. -/
def nestedComm (A : Matrix n n ℂ) : ℕ → Matrix n n ℂ → Matrix n n ℂ
  | 0, H => H
  | k + 1, H => nestedComm A k (comm H A)
```

For the generator \(sA\), the first \(N\) terms of the series are

\[
S_N(H;s)=\sum_{k=0}^{N-1}\frac{s^k}{k!}K_k(H).
\]

Since \(N\) counts terms, second order means \(N=3\).

```lean
/-- The first `N` terms of the commutator series of `exp(-sA) H exp(sA)`. -/
def bchSum (A H : Matrix n n ℂ) (N : ℕ) (s : ℂ) : Matrix n n ℂ :=
  ∑ k ∈ range N, (s ^ k / (k.factorial : ℂ)) • nestedComm A k H
```

The effective Hamiltonian in question is written out separately.

```lean
/-- The second-order effective Hamiltonian `H + [H, A] + (1/2) [[H, A], A]`. -/
def secondOrder (A H : Matrix n n ℂ) : Matrix n n ℂ :=
  H + comm H A + (1 / 2 : ℂ) • comm (comm H A) A
```

## From a bound on speed to a bound on distance

The coefficients satisfy \(\frac{d}{ds}\frac{s^{k+1}}{(k+1)!}=\frac{(k+1)s^k}{(k+1)!}=\frac{s^k}{k!}\). The lemma is stated over real and complex numbers alike, because both are needed.

```lean
/-- The derivative of `s^(k+1)/(k+1)!` is `s^k/k!`. -/
theorem hasDerivAt_pow_div_factorial {𝕜 : Type*} [RCLike 𝕜] (k : ℕ) (z : 𝕜) :
    HasDerivAt (fun s : 𝕜 => s ^ (k + 1) / ((k + 1).factorial : 𝕜))
      (z ^ k / (k.factorial : 𝕜)) z := by
  have h1 : (k.factorial : 𝕜) ≠ 0 := Nat.cast_ne_zero.2 (Nat.factorial_ne_zero k)
  have h2 : (k : 𝕜) + 1 ≠ 0 := Nat.cast_add_one_ne_zero k
  refine ((hasDerivAt_pow (k + 1) z).div_const _).congr_deriv ?_
  rw [Nat.factorial_succ, Nat.add_sub_cancel]
  push_cast
  field_simp
```

If \(f(0)=0\) and \(\|f'(s)\|\le C s^N/N!\) for \(s\ge0\), then

\[
\|f(t)\|\le\int_0^t C\frac{s^N}{N!}\,ds=C\frac{t^{N+1}}{(N+1)!}.
\]

Lean reaches this without an integral, through Mathlib's `image_norm_le_of_norm_deriv_right_le_deriv_boundary`. That theorem compares a curve \(f\) with a real function \(B\): if \(\|f\|\le B\) at the start and \(\|f'\|\le B'\) afterwards, then \(\|f\|\le B\) throughout. It never differentiates \(\|f(s)\|\), which may fail to be differentiable where \(f\) vanishes, as \(f\) does at \(s=0\). Here \(B(s)=Cs^{N+1}/(N+1)!\), and the preceding lemma supplies \(B'\). The first half of the proof restricts a complex derivative to real \(s\) by the chain rule.

```lean
/-- Let `f` be a function of a complex variable, complex-differentiable at every real point, with
`f 0 = 0`. If its derivative has norm at most `C s^N/N!` at all real `s ≥ 0`, then `f t` has norm at
most `C t^(N+1)/(N+1)!` for real `t ≥ 0`. -/
theorem norm_le_of_speed_le {E : Type*} [NormedAddCommGroup E] [NormedSpace ℂ E]
    {f : ℂ → E} {f' : ℝ → E} {C : ℝ} {N : ℕ}
    (hf : ∀ s : ℝ, HasDerivAt f (f' s) (s : ℂ)) (h0 : f 0 = 0)
    (hb : ∀ s : ℝ, 0 ≤ s → ‖f' s‖ ≤ C * (s ^ N / (N.factorial : ℝ)))
    {t : ℝ} (ht : 0 ≤ t) :
    ‖f t‖ ≤ C * (t ^ (N + 1) / ((N + 1).factorial : ℝ)) := by
  -- restrict the complex derivative to the real time axis
  have hr : ∀ s : ℝ, HasDerivAt (fun u : ℝ => f (u : ℂ)) (f' s) s := by
    intro s
    have hc : HasDerivAt (fun u : ℝ => (u : ℂ)) 1 s :=
      (Complex.ofRealCLM.hasDerivAt (x := s)).congr_deriv (by simp)
    have h := (hf s).scomp s hc
    rw [one_smul] at h
    exact h
  exact image_norm_le_of_norm_deriv_right_le_deriv_boundary
    (f := fun u : ℝ => f (u : ℂ)) (f' := f') (a := 0) (b := t)
    (B := fun s => C * (s ^ (N + 1) / ((N + 1).factorial : ℝ)))
    (B' := fun s => C * (s ^ N / (N.factorial : ℝ)))
    (fun s _ => (hr s).continuousAt.continuousWithinAt)
    (fun s _ => (hr s).hasDerivWithinAt)
    (by simp [h0])
    (fun s => (hasDerivAt_pow_div_factorial N s).const_mul C)
    (fun s hs => hb s hs.1) ⟨ht, le_rfl⟩
```

## Unitarity and the flow equation

For skew-Hermitian \(A\), \((e^{A})^\dagger=e^{A^\dagger}=e^{-A}\), and \(e^{-A}e^{A}=1\). Both exponentials are therefore unitary, and multiplication by a unitary matrix on either side leaves the operator norm unchanged:

\[
\|e^{-A}He^{A}\|=\|H\|.
\]

```lean
/-- For skew-Hermitian `A` the canonical transformation preserves the operator norm. -/
theorem norm_transcorrelated {A : Matrix n n ℂ} (hA : Aᴴ = -A) (H : Matrix n n ℂ) :
    ‖transcorrelated A H‖ = ‖H‖ := by
  have hs : star (NormedSpace.exp A) = NormedSpace.exp (-A) := by
    rw [Matrix.star_eq_conjTranspose, ← Matrix.exp_conjTranspose, hA]
  have h1 : NormedSpace.exp (-A) * NormedSpace.exp A = 1 := by
    rw [← Matrix.exp_add_of_commute (-A) A (Commute.refl A).neg_left, neg_add_cancel,
      NormedSpace.exp_zero]
  have hU : NormedSpace.exp A ∈ Matrix.unitaryGroup n ℂ :=
    Matrix.mem_unitaryGroup_iff'.2 (by rw [hs, h1])
  have hV : NormedSpace.exp (-A) ∈ Matrix.unitaryGroup n ℂ := by
    rw [← hs]
    exact Matrix.mem_unitaryGroup_iff.2 (by rw [star_star, hs, h1])
  rw [transcorrelated, CStarRing.norm_mul_mem_unitary _ hU, CStarRing.norm_mem_unitary_mul _ hV]
```

For any \(A\), the product rule gives

\[
\frac{d}{ds}e^{-sA}He^{sA}=e^{-sA}(-AH+HA)e^{sA}=e^{-sA}[H,A]e^{sA}.
\]

The two Mathlib derivatives of the exponential are chosen so that \(A\) appears next to \(H\); `noncomm_ring` then finishes the algebra.

```lean
/-- Flow equation: the derivative of `exp(-sA) H exp(sA)` in `s` is
`exp(-sA) [H, A] exp(sA)`. -/
theorem hasDerivAt_transcorrelated (A H : Matrix n n ℂ) (z : ℂ) :
    HasDerivAt (fun s : ℂ => transcorrelated (s • A) H)
      (transcorrelated (z • A) (comm H A)) z := by
  have : CompleteSpace (Matrix n n ℂ) := FiniteDimensional.complete ℂ _
  have h1 := hasDerivAt_exp_smul_const' A z
  have h2 := hasDerivAt_exp_smul_const (-A) z
  have h := (h2.mul_const H).fun_mul h1
  simp only [smul_neg] at h
  refine h.congr_deriv ?_
  simp only [transcorrelated, comm]
  generalize NormedSpace.exp (-(z • A)) = U
  generalize NormedSpace.exp (z • A) = V
  noncomm_ring
```

The truncated series follows the same rule with one term fewer. The constant term drops out, and

\[
\frac{d}{ds}S_{N+1}(H;s)=\sum_{k=0}^{N-1}\frac{s^k}{k!}K_{k+1}(H)=S_N([H,A];s).
\]

`Finset.sum_range_succ'` separates the constant term from the rest.

```lean
/-- The derivative in `s` of the first `N + 1` terms of the commutator series for `H` is the sum of
the first `N` terms of the series for `[H, A]`. -/
theorem hasDerivAt_bchSum (A H : Matrix n n ℂ) (N : ℕ) (z : ℂ) :
    HasDerivAt (fun s : ℂ => bchSum A H (N + 1) s) (bchSum A (comm H A) N z) z := by
  have hterm : ∀ k ∈ range N, HasDerivAt
      (fun s : ℂ => (s ^ (k + 1) / ((k + 1).factorial : ℂ)) • nestedComm A k (comm H A))
      ((z ^ k / (k.factorial : ℂ)) • nestedComm A k (comm H A)) z :=
    fun k _ => (hasDerivAt_pow_div_factorial k z).smul_const _
  have h := (HasDerivAt.fun_sum hterm).add_const H
  have e : (fun s : ℂ => bchSum A H (N + 1) s) = fun s : ℂ =>
      (∑ k ∈ range N, (s ^ (k + 1) / ((k + 1).factorial : ℂ)) •
        nestedComm A k (comm H A)) + H := by
    funext s
    rw [bchSum, Finset.sum_range_succ']
    simp [nestedComm]
  rw [e]
  exact h
```

## The remainder at every order

Let \(R_N(H;s)=e^{-sA}He^{sA}-S_N(H;s)\). The last two results give

\[
\frac{d}{ds}R_{N+1}(H;s)=R_N([H,A];s),\qquad R_{N+1}(H;0)=0.
\]

For \(N=0\) the sum is empty and \(\|R_0(H;t)\|=\|H\|\) by unitarity. If the bound holds at \(N\) for every matrix, then the derivative above has norm at most \(\|K_N([H,A])\|\,s^N/N!=\|K_{N+1}(H)\|\,s^N/N!\), and the speed lemma yields the bound at \(N+1\). Hence, for \(t\ge0\),

\[
\|R_N(H;t)\|\le\|K_N(H)\|\frac{t^N}{N!}.
\]

The induction is `generalizing H t`, since its hypothesis is applied to \([H,A]\) at all intermediate times.

```lean
/-- For skew-Hermitian `A` and `t ≥ 0`, the error after `N` terms is at most `t^N/N!` times
the norm of the `N`-fold nested commutator. -/
theorem norm_remainder_le {A : Matrix n n ℂ} (hA : Aᴴ = -A) (N : ℕ) (H : Matrix n n ℂ)
    {t : ℝ} (ht : 0 ≤ t) :
    ‖transcorrelated ((t : ℂ) • A) H - bchSum A H N t‖
      ≤ ‖nestedComm A N H‖ * (t ^ N / (N.factorial : ℝ)) := by
  induction N generalizing H t with
  | zero =>
    have hs : ((t : ℂ) • A)ᴴ = -((t : ℂ) • A) := by
      rw [Matrix.conjTranspose_smul, hA]
      simp
    have e : bchSum A H 0 (t : ℂ) = 0 := by simp [bchSum]
    rw [e, sub_zero, norm_transcorrelated hs H]
    simp [nestedComm]
  | succ N ih =>
    -- the derivative of this remainder is the previous remainder, for `[H, A]`
    exact norm_le_of_speed_le
      (f := fun s : ℂ => transcorrelated (s • A) H - bchSum A H (N + 1) s)
      (f' := fun s : ℝ => transcorrelated ((s : ℂ) • A) (comm H A) - bchSum A (comm H A) N s)
      (fun s => (hasDerivAt_transcorrelated A H s).fun_sub (hasDerivAt_bchSum A H N s))
      (by simp [transcorrelated, bchSum, Finset.sum_range_succ', nestedComm])
      (fun s hs => ih (comm H A) hs) ht
```

Each commutator costs at most a factor \(2\|A\|\), because \(\|HA-AH\|\le\|HA\|+\|AH\|\le2\|A\|\|H\|\). Induction gives \(\|K_k(H)\|\le(2\|A\|)^k\|H\|\).

```lean
/-- The `k`-fold nested commutator has norm at most `(2‖A‖)^k ‖H‖`. -/
theorem norm_nestedComm_le (A : Matrix n n ℂ) (k : ℕ) (H : Matrix n n ℂ) :
    ‖nestedComm A k H‖ ≤ (2 * ‖A‖) ^ k * ‖H‖ := by
  induction k generalizing H with
  | zero => simp [nestedComm]
  | succ k ih =>
    have hc : ‖comm H A‖ ≤ 2 * ‖A‖ * ‖H‖ := by
      have h1 := norm_sub_le (H * A) (A * H)
      have h2 := norm_mul_le H A
      have h3 := norm_mul_le A H
      rw [comm]
      linarith
    calc ‖nestedComm A k (comm H A)‖ ≤ (2 * ‖A‖) ^ k * ‖comm H A‖ := ih _
      _ ≤ (2 * ‖A‖) ^ k * (2 * ‖A‖ * ‖H‖) := by gcongr
      _ = (2 * ‖A‖) ^ (k + 1) * ‖H‖ := by ring
```

Setting \(t=1\) and combining the two estimates,

\[
\|e^{-A}He^{A}-S_N(H;1)\|\le\frac{(2\|A\|)^N}{N!}\|H\|.
\]

```lean
/-- For skew-Hermitian `A`, keeping `N` terms of the commutator series of `exp(-A) H exp(A)`
makes an error of at most `(2‖A‖)^N/N! ‖H‖`. -/
theorem truncation_error {A : Matrix n n ℂ} (hA : Aᴴ = -A) (N : ℕ) (H : Matrix n n ℂ) :
    ‖transcorrelated A H - bchSum A H N 1‖
      ≤ (2 * ‖A‖) ^ N / (N.factorial : ℝ) * ‖H‖ := by
  have h := norm_remainder_le hA N H zero_le_one
  rw [Complex.ofReal_one, one_smul, one_pow] at h
  calc _ ≤ ‖nestedComm A N H‖ * (1 / (N.factorial : ℝ)) := h
    _ ≤ ((2 * ‖A‖) ^ N * ‖H‖) * (1 / (N.factorial : ℝ)) := by
      gcongr
      exact norm_nestedComm_le A N H
    _ = _ := by ring
```

For \(N=3\) the prefactor is \(8/6=4/3\). The theorem says that for every skew-Hermitian \(A\) and every \(H\), Hermitian or not, the second-order error is at most \(\tfrac43\|A\|^3\|H\|\). The proof identifies `bchSum A H 3 1` with `secondOrder A H` and evaluates \(3!\).

```lean
/-- For skew-Hermitian `A`, the second-order effective Hamiltonian differs from
`exp(-A) H exp(A)` by at most `(4/3) ‖A‖³ ‖H‖` in the operator norm. -/
theorem second_order_error {A : Matrix n n ℂ} (hA : Aᴴ = -A) (H : Matrix n n ℂ) :
    ‖transcorrelated A H - secondOrder A H‖ ≤ 4 / 3 * ‖A‖ ^ 3 * ‖H‖ := by
  have h := truncation_error hA 3 H
  have e : bchSum A H 3 1 = secondOrder A H := by
    norm_num [bchSum, secondOrder, Finset.sum_range_succ, nestedComm, Nat.factorial]
  have e6 : ((3 : ℕ).factorial : ℝ) = 6 := by norm_num [Nat.factorial]
  rw [e, e6] at h
  linarith
```

For finite matrices, this bounds the error of the second-order formula with the full \(H\) in both commutator terms, whatever the skew-Hermitian generator describes. The bound weakens as a basis grows and \(\|H\|\) with it, since the kinetic energy is unbounded. Working canonical transcorrelated methods approximate further: they replace many-body terms in the commutators by one- and two-body operators, and commonly put the Fock operator in place of \(H\) in the double commutator. The bound does not cover the errors of these steps.

## Why no constant below \(4/3\) will do

The estimate for \(N=4\) also bounds the second-order error from below. Let \(D=R_3(H;1)\) be that error. Then \(\tfrac16K_3(H)=D-R_4(H;1)\), and the triangle inequality with \(2^4/4!=2/3\) gives

\[
\tfrac16\|K_3(H)\|-\tfrac23\|A\|^4\|H\|\le\|D\|.
\]

In Lean, `key` is the identity and `tri` the triangle inequality.

```lean
/-- For skew-Hermitian `A`, the second-order error is at least one sixth of the norm of the
triple commutator, less `(2/3) ‖A‖⁴ ‖H‖`. -/
theorem second_order_error_ge {A : Matrix n n ℂ} (hA : Aᴴ = -A) (H : Matrix n n ℂ) :
    ‖comm (comm (comm H A) A) A‖ / 6 - 2 / 3 * ‖A‖ ^ 4 * ‖H‖
      ≤ ‖transcorrelated A H - secondOrder A H‖ := by
  have h := truncation_error hA 4 H
  have e : bchSum A H 4 1
      = secondOrder A H + (1 / 6 : ℂ) • comm (comm (comm H A) A) A := by
    norm_num [bchSum, secondOrder, Finset.sum_range_succ, nestedComm, Nat.factorial]
  have e24 : ((4 : ℕ).factorial : ℝ) = 24 := by norm_num [Nat.factorial]
  rw [e, e24] at h
  have key : (1 / 6 : ℂ) • comm (comm (comm H A) A) A
      = (transcorrelated A H - secondOrder A H) - (transcorrelated A H
        - (secondOrder A H + (1 / 6 : ℂ) • comm (comm (comm H A) A) A)) := by abel
  have h6 : ‖(1 / 6 : ℂ)‖ = 1 / 6 := by norm_num
  have tri := norm_sub_le (transcorrelated A H - secondOrder A H) (transcorrelated A H
    - (secondOrder A H + (1 / 6 : ℂ) • comm (comm (comm H A) A) A))
  rw [← key, norm_smul, h6] at tri
  linarith
```

A single spin-½ is enough to test the constant. Its Pauli matrices are as usual.

```lean
/-- The Pauli matrix `σx`. -/
def pauliX : Matrix (Fin 2) (Fin 2) ℂ := !![0, 1; 1, 0]

/-- The Pauli matrix `σy`. -/
def pauliY : Matrix (Fin 2) (Fin 2) ℂ := !![0, -Complex.I; Complex.I, 0]

/-- The Pauli matrix `σz`. -/
def pauliZ : Matrix (Fin 2) (Fin 2) ℂ := !![1, 0; 0, -1]
```

Suppose some \(C<4/3\) bounded the error by \(C\|A\|^3\|H\|\) for all 2×2 matrices \(H\) and skew-Hermitian \(A\). Put \(a=4/3-C>0\), \(H=\sigma_x\) and \(A=ia\sigma_z\). The Pauli matrices are unitary and have norm one, so \(\|H\|=1\) and \(\|A\|=a\). Commutation with \(A\) turns \(\sigma_x\) and \(\sigma_y\) into multiples of each other:

\[
[\sigma_x,A]=2a\sigma_y,\qquad[\sigma_y,A]=-2a\sigma_x.
\]

Thus \(K_3(\sigma_x)=-8a^3\sigma_y\), of norm \(8a^3\). The lower bound and the supposed upper bound together require

\[
\tfrac43a^3-\tfrac23a^4\le\left(\tfrac43-a\right)a^3,
\]

that is, \(a^4\le\tfrac23a^4\), which is impossible for \(a>0\). In the code, `cX` and `cY` are these two commutators, `nD` is the norm of the triple commutator, and `nlinarith` derives the final contradiction. Optimality concerns a constant valid for all such pairs; for a particular \(A\) and \(H\) the error can be much smaller.

```lean
/-- The constant `4/3` is optimal: any `C` that bounds the second-order error by
`C ‖A‖³ ‖H‖` for all 2×2 matrices `H` and skew-Hermitian `A` is at least `4/3`. -/
theorem four_thirds_optimal (C : ℝ)
    (hC : ∀ A H : Matrix (Fin 2) (Fin 2) ℂ, Aᴴ = -A →
      ‖transcorrelated A H - secondOrder A H‖ ≤ C * ‖A‖ ^ 3 * ‖H‖) : 4 / 3 ≤ C := by
  by_contra hlt
  obtain ⟨a, ha⟩ : ∃ a : ℝ, a = 4 / 3 - C := ⟨_, rfl⟩
  have hpos : 0 < a := by linarith [not_le.1 hlt]
  -- the three Pauli matrices are unitary, hence of norm one
  have nX : ‖pauliX‖ = 1 := CStarRing.norm_of_mem_unitary (Matrix.mem_unitaryGroup_iff.2 (by
    ext i j
    fin_cases i <;> fin_cases j <;>
      simp [pauliX, Matrix.mul_apply, Fin.sum_univ_succ, Matrix.star_apply]))
  have nY : ‖pauliY‖ = 1 := CStarRing.norm_of_mem_unitary (Matrix.mem_unitaryGroup_iff.2 (by
    ext i j
    fin_cases i <;> fin_cases j <;>
      simp [pauliY, Matrix.mul_apply, Fin.sum_univ_succ, Matrix.star_apply]))
  have nZ : ‖pauliZ‖ = 1 := CStarRing.norm_of_mem_unitary (Matrix.mem_unitaryGroup_iff.2 (by
    ext i j
    fin_cases i <;> fin_cases j <;>
      simp [pauliZ, Matrix.mul_apply, Fin.sum_univ_succ, Matrix.star_apply]))
  obtain ⟨A, hAdef⟩ : ∃ A, A = ((a : ℂ) * Complex.I) • pauliZ := ⟨_, rfl⟩
  have hA : Aᴴ = -A := by
    rw [hAdef]
    ext i j
    fin_cases i <;> fin_cases j <;> simp [pauliZ, Matrix.conjTranspose_apply]
  have nA : ‖A‖ = a := by
    rw [hAdef, norm_smul, nZ]
    simp [abs_of_pos hpos]
  -- commutation with `A` rotates `σx` and `σy` into each other
  have cX : comm pauliX A = (2 * (a : ℂ)) • pauliY := by
    rw [hAdef]
    ext i j
    fin_cases i <;> fin_cases j <;> apply Complex.ext <;>
      simp [comm, pauliX, pauliY, pauliZ] <;> ring
  have cY : comm pauliY A = (-(2 * (a : ℂ))) • pauliX := by
    rw [hAdef]
    ext i j
    fin_cases i <;> fin_cases j <;> apply Complex.ext <;>
      simp [comm, pauliX, pauliY, pauliZ] <;> ring
  have cs : ∀ (c : ℂ) (X : Matrix (Fin 2) (Fin 2) ℂ), comm (c • X) A = c • comm X A := by
    intro c X
    simp [comm, smul_sub]
  have n2 : ‖2 * (a : ℂ)‖ = 2 * a := by simp [abs_of_pos hpos]
  have nD : ‖comm (comm (comm pauliX A) A) A‖ = 8 * a ^ 3 := by
    rw [cX, cs, cY, cs, cs, cX, norm_smul, norm_smul, norm_smul, norm_neg, n2, nY]
    ring
  have lower := second_order_error_ge hA pauliX
  have upper := hC A pauliX hA
  rw [nD, nA, nX] at lower
  rw [nA, nX] at upper
  -- the two bounds give `a⁴ ≤ (2/3) a⁴`, which is impossible
  have hCa : C = 4 / 3 - a := by linarith
  rw [hCa] at upper
  have h4 : 0 < a ^ 4 := by positivity
  nlinarith

end

end CanonicalTranscorrelation
```

```lean
#print axioms CanonicalTranscorrelation.truncation_error
#print axioms CanonicalTranscorrelation.second_order_error
#print axioms CanonicalTranscorrelation.four_thirds_optimal
```

```
'CanonicalTranscorrelation.truncation_error' depends on axioms: [propext, Classical.choice, Quot.sound]
'CanonicalTranscorrelation.second_order_error' depends on axioms: [propext, Classical.choice, Quot.sound]
'CanonicalTranscorrelation.four_thirds_optimal' depends on axioms: [propext, Classical.choice, Quot.sound]
```
